# Canonical mean-field averaging overpopulates the upper state of a two-level system

Take two levels separated by a gap $\Delta$, at a temperature for which the upper one has Boltzmann factor $1/4$. The upper level then holds a fraction $\frac{1/4}{1+1/4}=\frac15$ of the population. Now admit one further state, an equal superposition with upper-state population $\frac12$ and mean energy $\Delta/2$. Its Boltzmann factor is $\sqrt{1/4}=\frac12$, and the average population becomes

$$\frac{\frac12\cdot\frac12+1\cdot\frac14}{1+\frac12+\frac14}=\frac27 .$$

The average has risen, because the added state lies above the old mean of $\frac15$.

Ehrenfest dynamics admits every such superposition. The nuclei move classically on the mean energy of an electronic state whose upper-state population $x$ can take any value in $[0,1]$. What population results if these states are weighted canonically by their mean energy?

Put the lower level at energy zero, let $\beta=1/(k_BT)$ and write $a=\beta\Delta$. The mean energy in units of $k_BT$ is then $ax$; note that $x$ is a population and not a position. The gap is fixed, independent of the nuclear coordinates. That a long Ehrenfest trajectory in contact with a thermal bath really samples this canonical distribution is assumed here.

```lean
import Mathlib

open Filter Topology

namespace EhrenfestThermalPopulation

noncomputable section
```

The Ehrenfest population, `ehrenfestPopulation a`, is the mean of $x$ under the weight $e^{-ax}$:

$$p_E(a)=\frac{\int_0^1 x\,e^{-ax}\,dx}{\int_0^1 e^{-ax}\,dx}.$$

```lean
/-- Mean upper-state population `x ∈ [0,1]` under the canonical weight `exp (-a x)` of the
mean-field energy, where `a = βΔ` is the gap in units of the thermal energy. -/
def ehrenfestPopulation (a : ℝ) : ℝ :=
  (∫ x in (0 : ℝ)..1, x * Real.exp (-a * x)) / ∫ x in (0 : ℝ)..1, Real.exp (-a * x)
```

The Boltzmann population, `boltzmannPopulation a`, counts only the two energy levels: $p_B(a)=e^{-a}/(1+e^{-a})$. Both definitions accept any real $a$; a positive gap enters as a hypothesis where it is needed.

```lean
/-- Boltzmann population of the upper of two levels separated by `a = βΔ`. -/
def boltzmannPopulation (a : ℝ) : ℝ :=
  Real.exp (-a) / (1 + Real.exp (-a))
```

## (a) From the Bloch sphere to a flat weight

**Task.** A pure state $\cos\frac\theta2\,|0\rangle+e^{i\varphi}\sin\frac\theta2\,|1\rangle$, with $|1\rangle$ the upper level, has $x=\sin^2\frac\theta2$. Show that for continuous $g$ the uniform average over the sphere is

$$\int_0^\pi g\!\left(\sin^2\tfrac\theta2\right)\frac{\sin\theta}{2}\,d\theta=\int_0^1 g(x)\,dx .$$

**Solution.** The normalised area element is $\sin\theta\,d\theta\,d\varphi/4\pi$, and integrating over $\varphi$ leaves $\frac12\sin\theta\,d\theta$. Differentiating the population gives

$$dx=\sin\tfrac\theta2\cos\tfrac\theta2\,d\theta=\tfrac12\sin\theta\,d\theta,$$

while $\theta=0,\pi$ correspond to $x=0,1$. The flat weight in $x$ thus follows from uniform area on the sphere, the measure that unitary rotations leave unchanged.

The Lean statement starts after the $\varphi$ integration. In its proof `hd` is the derivative above, and `integral_comp_mul_deriv` is the substitution rule.

```lean
/-- For a continuous function `g` of the upper-state population `sin² (θ/2)`, the uniform average
over the Bloch sphere is the uniform average over populations in `[0,1]`. -/
theorem bloch_uniform (g : ℝ → ℝ) (hg : Continuous g) :
    ∫ θ in (0 : ℝ)..Real.pi, g (Real.sin (θ / 2) ^ 2) * (Real.sin θ / 2)
      = ∫ x in (0 : ℝ)..1, g x := by
  -- the population changes with the polar angle at the rate `sin θ / 2`
  have hd : ∀ θ : ℝ, HasDerivAt (fun t : ℝ => Real.sin (t / 2) ^ 2) (Real.sin θ / 2) θ := by
    intro θ
    have h1 : HasDerivAt (fun t : ℝ => t / 2) (1 / 2) θ := (hasDerivAt_id' θ).div_const 2
    have h2 := h1.sin
    have hs : Real.sin θ = 2 * Real.sin (θ / 2) * Real.cos (θ / 2) := by
      rw [← Real.sin_two_mul]
      congr 1
      ring
    simp only [pow_two]
    exact (h2.fun_mul h2).congr_deriv (by linear_combination (-1 / 2) * hs)
  have key := intervalIntegral.integral_comp_mul_deriv (a := 0) (b := Real.pi)
    (f := fun t : ℝ => Real.sin (t / 2) ^ 2) (f' := fun t : ℝ => Real.sin t / 2)
    (fun θ _ => hd θ) (by fun_prop) hg
  simp only [Function.comp_apply, zero_div, Real.sin_zero, Real.sin_pi_div_two, one_pow,
    ne_eq, OfNat.ofNat_ne_zero, not_false_eq_true, zero_pow] at key
  exact key
```

## (b) The thermal average on the sphere

**Task.** Show that the canonical average of the population over the Bloch sphere is the Ehrenfest population:

$$\frac{\int_0^\pi \sin^2\frac\theta2\;e^{-a\sin^2(\theta/2)}\,\frac{\sin\theta}2\,d\theta}{\int_0^\pi e^{-a\sin^2(\theta/2)}\,\frac{\sin\theta}2\,d\theta}=p_E(a).$$

**Solution.** Use (a) with $g(x)=x\,e^{-ax}$ in the numerator and $g(x)=e^{-ax}$ in the denominator, then divide. These are `h1` and `h2` in the proof, which holds for every real $a$.

```lean
/-- The canonical average of the upper-state population over the Bloch sphere, weighted with the
mean-field energy, is the Ehrenfest population. -/
theorem bloch_average_eq (a : ℝ) :
    (∫ θ in (0 : ℝ)..Real.pi, Real.sin (θ / 2) ^ 2 * Real.exp (-a * Real.sin (θ / 2) ^ 2)
        * (Real.sin θ / 2)) /
      (∫ θ in (0 : ℝ)..Real.pi, Real.exp (-a * Real.sin (θ / 2) ^ 2) * (Real.sin θ / 2))
      = ehrenfestPopulation a := by
  have h1 := bloch_uniform (fun x => x * Real.exp (-a * x)) (by fun_prop)
  have h2 := bloch_uniform (fun x => Real.exp (-a * x)) (by fun_prop)
  exact congrArg₂ (fun u v : ℝ => u / v) h1 h2
```

## (c) The partition integral

**Task.** For $a\neq0$, show that

$$\int_0^1e^{-ax}\,dx=\frac{1-e^{-a}}a .$$

**Solution.** An antiderivative is $-e^{-ax}/a$. Its value at $1$ minus its value at $0$ is $-e^{-a}/a+1/a$. Lean verifies the antiderivative in `hd` and then applies the fundamental theorem of calculus.

```lean
/-- The mean-field partition integral over populations, for a nonzero gap. -/
theorem partition_integral {a : ℝ} (ha : a ≠ 0) :
    ∫ x in (0 : ℝ)..1, Real.exp (-a * x) = (1 - Real.exp (-a)) / a := by
  have h : a * a⁻¹ = 1 := mul_inv_cancel₀ ha
  have hd : ∀ x : ℝ, HasDerivAt (fun y : ℝ => -a⁻¹ * Real.exp (-a * y))
      (Real.exp (-a * x)) x := fun x =>
    ((((hasDerivAt_id' x).const_mul (-a)).exp).const_mul (-a⁻¹)).congr_deriv
      (by linear_combination Real.exp (-a * x) * h)
  rw [intervalIntegral.integral_eq_sub_of_hasDerivAt (fun x _ => hd x)
    (Continuous.intervalIntegrable (by fun_prop) _ _)]
  simp only [mul_one, mul_zero, Real.exp_zero]
  ring
```

## (d) The first moment

**Task.** For $a\neq0$, show that

$$\int_0^1x\,e^{-ax}\,dx=\frac1{a^2}-\left(\frac1a+\frac1{a^2}\right)e^{-a}.$$

**Solution.** Integration by parts suggests $F(x)=-\left(\frac xa+\frac1{a^2}\right)e^{-ax}$. Indeed

$$F'(x)=-\frac1a e^{-ax}+\left(x+\frac1a\right)e^{-ax}=x\,e^{-ax},$$

and $F(1)-F(0)$ is the stated value. The Lean proof differentiates the same $F$ by the product rule.

```lean
/-- The first moment of the population under the mean-field weight, for a nonzero gap. -/
theorem first_moment {a : ℝ} (ha : a ≠ 0) :
    ∫ x in (0 : ℝ)..1, x * Real.exp (-a * x)
      = 1 / a ^ 2 - (1 / a + 1 / a ^ 2) * Real.exp (-a) := by
  have h : a * a⁻¹ = 1 := mul_inv_cancel₀ ha
  have hd : ∀ x : ℝ, HasDerivAt (fun y : ℝ => (-a⁻¹ * y + -a⁻¹ ^ 2) * Real.exp (-a * y))
      (x * Real.exp (-a * x)) x := by
    intro x
    have h1 : HasDerivAt (fun y : ℝ => -a⁻¹ * y + -a⁻¹ ^ 2) (-a⁻¹ * 1) x :=
      ((hasDerivAt_id' x).const_mul (-a⁻¹)).add_const _
    exact (h1.fun_mul ((hasDerivAt_id' x).const_mul (-a)).exp).congr_deriv
      (by linear_combination (x + a⁻¹) * Real.exp (-a * x) * h)
  rw [intervalIntegral.integral_eq_sub_of_hasDerivAt (fun x _ => hd x)
    (Continuous.intervalIntegrable (by fun_prop) _ _)]
  simp only [mul_one, mul_zero, Real.exp_zero]
  ring
```

## (e) Closed form of the Ehrenfest population

**Task.** For $a>0$, show that

$$p_E(a)=\frac1a-\frac1{e^a-1}.$$

**Solution.** Group the first moment as $\frac{1-e^{-a}}{a^2}-\frac{e^{-a}}a$ and divide by the partition integral:

$$p_E(a)=\frac1a-\frac{e^{-a}}{1-e^{-a}}=\frac1a-\frac1{e^a-1}.$$

The last term has the form of a Bose occupation number, though no bosons are present.

In Lean, `hZ` says that the partition integral is nonzero, which permits multiplying through by it. The identity `hv` is the conversion of the second term, written without the quotient $e^{-a}/(1-e^{-a})$.

```lean
/-- For a positive gap the Ehrenfest population is `1/a - 1/(exp a - 1)`. -/
theorem ehrenfestPopulation_eq {a : ℝ} (ha : 0 < a) :
    ehrenfestPopulation a = 1 / a - 1 / (Real.exp a - 1) := by
  have hE : 1 < Real.exp a := by linarith [Real.add_one_le_exp a]
  have hE0 : Real.exp a ≠ 0 := (Real.exp_pos a).ne'
  have hE1 : Real.exp a - 1 ≠ 0 := (sub_pos.mpr hE).ne'
  have hZ : (1 - Real.exp (-a)) / a ≠ 0 := by
    have h : Real.exp (-a) < 1 := Real.exp_lt_one_iff.mpr (by linarith)
    exact (div_pos (sub_pos.mpr h) ha).ne'
  -- the Bose-like factor times `1 - exp (-a)` is `exp (-a)`
  have hv : 1 / (Real.exp a - 1) * (1 - Real.exp (-a)) = Real.exp (-a) := by
    rw [Real.exp_neg, one_div, inv_mul_eq_iff_eq_mul₀ hE1, sub_mul, mul_inv_cancel₀ hE0, one_mul]
  unfold ehrenfestPopulation
  rw [first_moment ha.ne', partition_integral ha.ne', div_eq_iff hZ]
  linear_combination (1 / a) * hv
```

## (f) The Boltzmann population rewritten

**Task.** Show that

$$p_B(a)=\frac1{e^a+1}.$$

**Solution.** Multiply the numerator and denominator of $e^{-a}/(1+e^{-a})$ by $e^a$. The proof cross-multiplies and uses $e^{-a}e^a=1$.

```lean
/-- The Boltzmann population of the upper level is `1/(exp a + 1)`. -/
theorem boltzmannPopulation_eq (a : ℝ) :
    boltzmannPopulation a = 1 / (Real.exp a + 1) := by
  have h : Real.exp (-a) * Real.exp a = 1 := by
    rw [← Real.exp_add, neg_add_cancel, Real.exp_zero]
  unfold boltzmannPopulation
  rw [div_eq_div_iff (by positivity) (by positivity)]
  linear_combination h
```

## (g) Comparing the two populations

**Task.** For every $a>0$, show that

$$p_B(a)<p_E(a).$$

**Solution.** By (e) and (f), the claim is equivalent to

$$\frac1{e^a+1}+\frac1{e^a-1}<\frac1a .$$

The left side is $\frac{2e^a}{e^{2a}-1}=\frac1{\sinh a}$, so what remains is $a<\sinh a$. This holds because both sides vanish at $a=0$ and $\sinh$ has derivative $\cosh a>1$ for $a>0$. At $a=0$ both populations are $\frac12$, so the inequality is not strict there.

For the opening example, $e^{-a}=\frac14$ means $a=\ln4\approx1.3863$. Then

$$p_E=\frac1{1.3863}-\frac13\approx0.7213-0.3333=0.3880,\qquad p_B=\frac15 .$$

The full range of superpositions nearly doubles the upper-state population.

In Lean, `hs` is $a<\sinh a$, `hp` is that inequality multiplied by $e^a$, and `hsum` is the displayed inequality between fractions.

```lean
/-- For every positive gap the Ehrenfest population of the upper state strictly exceeds the
Boltzmann population. -/
theorem boltzmann_lt_ehrenfest {a : ℝ} (ha : 0 < a) :
    boltzmannPopulation a < ehrenfestPopulation a := by
  rw [boltzmannPopulation_eq, ehrenfestPopulation_eq ha]
  have hE : 0 < Real.exp a - 1 := by linarith [Real.add_one_le_exp a]
  have hE' : 0 < Real.exp a + 1 := by positivity
  -- the comparison rests on `a < sinh a`
  have hs : a < Real.sinh a := Real.self_lt_sinh_iff.mpr ha
  rw [Real.sinh_eq] at hs
  have hm : Real.exp (-a) * Real.exp a = 1 := by
    rw [← Real.exp_add, neg_add_cancel, Real.exp_zero]
  have hp := mul_lt_mul_of_pos_right hs (Real.exp_pos a)
  have hsum : 1 / (Real.exp a + 1) + 1 / (Real.exp a - 1) < 1 / a := by
    rw [div_add_div _ _ hE'.ne' hE.ne', div_lt_div_iff₀ (mul_pos hE' hE) ha]
    nlinarith [hp, hm]
  linarith
```

## (h) Mean energy at a large gap

**Task.** Show that the mean Ehrenfest energy in units of $k_BT$ satisfies

$$\lim_{a\to\infty}a\,p_E(a)=1 .$$

**Solution.** From (e), $a\,p_E(a)=1-\frac a{e^a-1}$ for $a>0$. The bound $e^a\ge1+a+\frac{a^2}2$ gives $e^a-1\ge\frac{a^2}2$, hence

$$1-\frac2a\le a\,p_E(a)\le1,$$

and both bounds tend to $1$. The mean energy therefore approaches $k_BT$, the value for a classical harmonic oscillator in one dimension, whereas the two-level Boltzmann energy $a/(e^a+1)$, in the same units, goes to zero.

In the statement, `atTop` stands for $a\to\infty$ and `𝓝 1` for convergence to $1$. The formula `hform` feeds the squeeze, whose two bounds need to hold only for $a>0$.

```lean
/-- As the gap grows relative to the thermal energy, the mean Ehrenfest energy in thermal units,
`a` times the population, tends to one. -/
theorem ehrenfest_energy_tendsto :
    Tendsto (fun a : ℝ => a * ehrenfestPopulation a) atTop (𝓝 1) := by
  have h2 : Tendsto (fun a : ℝ => 2 / a) atTop (𝓝 0) :=
    tendsto_const_nhds.div_atTop tendsto_id
  have hlow : Tendsto (fun a : ℝ => 1 - 2 / a) atTop (𝓝 1) := by
    simpa using h2.const_sub 1
  have hform : ∀ a : ℝ, 0 < a →
      a * ehrenfestPopulation a = 1 - a / (Real.exp a - 1) := by
    intro a ha
    rw [ehrenfestPopulation_eq ha, mul_sub, mul_one_div_cancel ha.ne', mul_one_div]
  -- squeeze between `1 - 2/a` and `1`
  refine tendsto_of_tendsto_of_tendsto_of_le_of_le' hlow tendsto_const_nhds ?_ ?_
  · filter_upwards [eventually_gt_atTop (0 : ℝ)] with a ha
    have hE : 0 < Real.exp a - 1 := by linarith [Real.add_one_le_exp a]
    have hb : a / (Real.exp a - 1) ≤ 2 / a := by
      rw [div_le_div_iff₀ hE ha]
      nlinarith [Real.quadratic_le_exp_of_nonneg ha.le]
    rw [hform a ha]
    linarith
  · filter_upwards [eventually_gt_atTop (0 : ℝ)] with a ha
    have hE : 0 < Real.exp a - 1 := by linarith [Real.add_one_le_exp a]
    rw [hform a ha]
    linarith [div_pos ha hE]
```

## (i) The ratio of the populations

**Task.** Show that

$$\lim_{a\to\infty}\frac{p_E(a)}{p_B(a)}=\infty .$$

**Solution.** For $a>0$, part (f) gives

$$\frac{p_E(a)}{p_B(a)}=\bigl(a\,p_E(a)\bigr)\,\frac{e^a+1}a .$$

The first factor tends to $1$ by (h). The second is at least $\frac a2$, by the same quadratic bound on $e^a$, so it diverges and takes the product with it. In Lean, `hgrow` is the divergence of the second factor, `pos_mul_atTop` combines the two limits, and the remaining lines identify the product with the ratio for $a>0$.

For simulation practice, the result concerns upper-state populations read from thermalised Ehrenfest runs: for two levels with a fixed gap and canonical sampling, they exceed the Boltzmann values, by a factor that grows without limit as $\Delta/k_BT$ increases.

```lean
/-- The ratio of the Ehrenfest to the Boltzmann population of the upper state tends to infinity
as the gap grows relative to the thermal energy. -/
theorem population_ratio_tendsto :
    Tendsto (fun a : ℝ => ehrenfestPopulation a / boltzmannPopulation a) atTop atTop := by
  have hhalf : Tendsto (fun a : ℝ => a / 2) atTop atTop :=
    tendsto_id.atTop_div_const (by norm_num)
  have hgrow : Tendsto (fun a : ℝ => (Real.exp a + 1) / a) atTop atTop := by
    refine tendsto_atTop_mono' atTop ?_ hhalf
    filter_upwards [eventually_gt_atTop (0 : ℝ)] with a ha
    rw [le_div_iff₀ ha]
    nlinarith [Real.quadratic_le_exp_of_nonneg ha.le]
  -- a factor tending to one times a diverging factor
  refine (ehrenfest_energy_tendsto.pos_mul_atTop one_pos hgrow).congr' ?_
  filter_upwards [eventually_gt_atTop (0 : ℝ)] with a ha
  have ha' : a ≠ 0 := ha.ne'
  rw [boltzmannPopulation_eq, one_div, div_inv_eq_mul]
  field_simp

end

end EhrenfestThermalPopulation
```

```lean
#print axioms EhrenfestThermalPopulation.bloch_average_eq
#print axioms EhrenfestThermalPopulation.boltzmann_lt_ehrenfest
#print axioms EhrenfestThermalPopulation.population_ratio_tendsto
```

```
'EhrenfestThermalPopulation.bloch_average_eq' depends on axioms: [propext, Classical.choice, Quot.sound]
'EhrenfestThermalPopulation.boltzmann_lt_ehrenfest' depends on axioms: [propext, Classical.choice, Quot.sound]
'EhrenfestThermalPopulation.population_ratio_tendsto' depends on axioms: [propext, Classical.choice, Quot.sound]
```
